# The squared relative fluctuation of the electron number over independent pair levels is the variance over the squared mean

In the model, finitely many pair levels are independent, and level $k$ holds two electrons with probability $v_k^2$ and none with probability $1 - v_k^2$, where $v_k^2 \le 1$. The relative fluctuation of the total electron number $N$ is its standard deviation divided by its mean, $\sqrt{\operatorname{Var} N}/\langle N\rangle$, for a nonzero mean. The lemma says that the square of this ratio is $\operatorname{Var} N/\langle N\rangle^2$. The attempt unfolds the ratio, squares numerator and denominator separately, and then cancels the square against the root, which is allowed because a variance is never negative.

As first written in Lean, the proof fails:

```lean
import Mathlib

open MeasureTheory ProbabilityTheory

namespace RelativeFluctuationSq

noncomputable section

variable {ι : Type*} [Fintype ι]

/-- The law of the electron number of one pair level, for `v ^ 2 ≤ 1`: two electrons with
probability `v ^ 2`, none with probability `1 - v ^ 2`. -/
def levelLaw (v : ℝ) : Measure ℝ :=
  ENNReal.ofReal (1 - v ^ 2) • Measure.dirac 0 + ENNReal.ofReal (v ^ 2) • Measure.dirac 2

/-- The joint law of the electron numbers of independent pair levels. -/
def bcsLaw (v : ι → ℝ) : Measure (ι → ℝ) := Measure.pi fun k => levelLaw (v k)

/-- The mean of the total electron number. -/
def meanNumber (v : ι → ℝ) : ℝ := ∫ ω, ∑ k, ω k ∂(bcsLaw v)

/-- The variance of the total electron number. -/
def numberVariance (v : ι → ℝ) : ℝ := variance (fun ω : ι → ℝ => ∑ k, ω k) (bcsLaw v)

/-- The relative standard deviation of the electron number, for nonzero mean number. -/
def relativeFluctuation (v : ι → ℝ) : ℝ := √(numberVariance v) / meanNumber v

lemma relativeFluctuation_sq (v : ι → ℝ) :
    relativeFluctuation v ^ 2 = numberVariance v / meanNumber v ^ 2 := by
  unfold relativeFluctuation
  rw [div_pow, Real.sq_sqrt (variance_nonneg _ _)]

end

end RelativeFluctuationSq
```

Messages:

```
Main.lean:31:15: error: Tactic `rewrite` failed: Did not find an occurrence of the pattern
  √Var[?m.45; ?m.46] ^ 2
in the target expression
  √(numberVariance v) ^ 2 / meanNumber v ^ 2 = numberVariance v / meanNumber v ^ 2

ι : Type u_1
inst✝ : Fintype ι
v : ι → ℝ
⊢ √(numberVariance v) ^ 2 / meanNumber v ^ 2 = numberVariance v / meanNumber v ^ 2
```

As a diff, the version that Lean accepts:

```diff
@@ -28,6 +28,7 @@
 lemma relativeFluctuation_sq (v : ι → ℝ) :
     relativeFluctuation v ^ 2 = numberVariance v / meanNumber v ^ 2 := by
+  have h : 0 ≤ numberVariance v := variance_nonneg _ _
   unfold relativeFluctuation
-  rw [div_pow, Real.sq_sqrt (variance_nonneg _ _)]
+  rw [div_pow, Real.sq_sqrt h]
 
 end
```

Diagnosis. The message says that `rw` found no term of the form `√Var[?m.45; ?m.46] ^ 2` in the goal. The step with `div_pow` had already worked, and the goal does contain a squared root, but it is the root of `numberVariance v`.

The pattern comes from the proof handed to `Real.sq_sqrt`. `variance_nonneg _ _` speaks of a variance `Var[…; …]` whose random variable and measure are still open, so the left side of the rewrite is written with `Var` too. `numberVariance v` is such a variance by definition, but `rw` does not unfold an ordinary definition like this one when it looks for its pattern.

The repair first states the inequality as `h : 0 ≤ numberVariance v`. When Lean checks `variance_nonneg _ _` against this statement, it may unfold `numberVariance`, and so it finds the two open arguments. `Real.sq_sqrt h` then has `√(numberVariance v) ^ 2` on its left side, exactly as in the goal. After the rewrite both sides are the same, and `rw` closes the goal.
